# The one-center exchange energy of real PAW orbitals depends on them only through their density matrix

For real orbitals expanded in finitely many partial waves, the one-center exchange energy is a function of the density matrix once the partial-wave products and the interaction are fixed. An all-electron or a pseudo term of this form, taken by itself, is never positive if the occupations are nonnegative and the interaction is positive semidefinite; this does not fix the sign of their difference. The exchange energy does not change when orbitals of equal occupation are mixed orthogonally. In this finite, real one-center model, the exchange term can therefore be evaluated without looping over pairs of orbitals.

## Orbitals, products and interaction

Orbitals are labelled by $m,n$ in a finite set `M`, and partial waves by $i,j,k,l$ in a finite set `I`. The densities live in a real vector space $V$, which may be infinite-dimensional.

```lean
import Mathlib

open Matrix

namespace PAWExactExchange

noncomputable section

variable {V M I : Type*} [AddCommGroup V] [Module ℝ V] [Fintype M] [Fintype I]
```

The real number $c_{mi}$ is the coefficient of partial wave $i$ in orbital $m$, in PAW the inner product of a projector function with the smooth pseudo orbital. The vector $b_{ij}\in V$ stands for the product of partial waves $i$ and $j$. It may be any vector, and $b_{ij}=b_{ji}$ is not required. The pair density is

$$n_{mn}=\sum_{ij}c_{mi}c_{nj}\,b_{ij}.$$

```lean
/-- The pair density `n_mn = ∑ij c_mi c_nj b_ij` of orbitals `m` and `n`, built from the
partial-wave products `b_ij`. -/
def pairDensity (b : I → I → V) (c : Matrix M I ℝ) (m n : M) : V :=
  ∑ i, ∑ j, (c m i * c n j) • b i j
```

With real occupations $f_m$, the density matrix is

$$\rho_{ik}=\sum_m f_m c_{mi}c_{mk}.$$

```lean
/-- The one-center density matrix `ρ_ik = ∑m f_m c_mi c_mk`. -/
def densityMatrix (f : M → ℝ) (c : Matrix M I ℝ) (i k : I) : ℝ :=
  ∑ m, f m * c m i * c m k
```

The interaction $(v,w)$ is a bilinear form, `B v w` in Lean. The exchange energy for coefficients $c$ is

$$E(c)=-\tfrac12\sum_{mn}f_mf_n\,(n_{mn},n_{mn}).$$

```lean
/-- The exchange energy `-(1/2) ∑mn f_m f_n (n_mn, n_mn)`, with the interaction given by
the bilinear form `B`. -/
def exchangeEnergy (B : V →ₗ[ℝ] V →ₗ[ℝ] ℝ) (b : I → I → V) (f : M → ℝ)
    (c : Matrix M I ℝ) : ℝ :=
  -(1 / 2) * ∑ m, ∑ n, f m * f n * B (pairDensity b c m n) (pairDensity b c m n)
```

This is the expression for one spin channel. Complex orbitals, core-valence exchange and the plane-wave part of the PAW energy are not modelled. Symmetry and positivity of the interaction are assumed only in the parts that name them. For the Coulomb interaction, positivity means that the electrostatic self-energy of a real charge density is not negative.

## (a) Expanding the self-interaction of a pair density

Write the self-interaction of $n_{mn}$ in terms of partial-wave products:

$$(n_{mn},n_{mn})=\sum_{ijkl}c_{mi}c_{nj}c_{mk}c_{nl}\,(b_{ij},b_{kl}).$$

Linearity in the first slot gives $\sum_{ij}c_{mi}c_{nj}\,(b_{ij},n_{mn})$. Linearity in the second slot gives

$$(b_{ij},n_{mn})=\sum_{kl}c_{mk}c_{nl}\,(b_{ij},b_{kl}),$$

and substitution finishes the calculation. In the proof, `h1` and `h2` are these two expansions, and `ring` reorders the coefficients.

```lean
omit [Fintype M] in
/-- The self-interaction of a pair density is a four-index sum over the interactions of
partial-wave products. -/
theorem pairDensity_self_interaction (B : V →ₗ[ℝ] V →ₗ[ℝ] ℝ) (b : I → I → V)
    (c : Matrix M I ℝ) (m n : M) :
    B (pairDensity b c m n) (pairDensity b c m n) =
      ∑ i, ∑ j, ∑ k, ∑ l, c m i * c n j * (c m k * c n l) * B (b i j) (b k l) := by
  -- expand one slot of the form at a time
  have h1 : ∀ v, B (pairDensity b c m n) v = ∑ i, ∑ j, c m i * c n j * B (b i j) v := by
    intro v
    simp only [pairDensity, map_sum, map_smul, LinearMap.sum_apply, LinearMap.smul_apply,
      smul_eq_mul]
  have h2 : ∀ v, B v (pairDensity b c m n) = ∑ k, ∑ l, c m k * c n l * B v (b k l) := by
    intro v
    simp only [pairDensity, map_sum, map_smul, smul_eq_mul]
  rw [h1]
  refine Finset.sum_congr rfl fun i _ => Finset.sum_congr rfl fun j _ => ?_
  rw [h2, Finset.mul_sum]
  refine Finset.sum_congr rfl fun k _ => ?_
  rw [Finset.mul_sum]
  refine Finset.sum_congr rfl fun l _ => ?_
  ring
```

## (b) Moving an orbital sum inward

Show that for any real numbers $G_{mijkl}$

$$\sum_m\sum_{ijkl}G_{mijkl}=\sum_{ijkl}\sum_m G_{mijkl}.$$

All sums are finite, so neighbouring sums can be exchanged. Move the sum over $m$ past those over $i$, $j$, $k$ and $l$ in turn. Each exchange is one use of `Finset.sum_comm`.

```lean
/-- A sum over orbitals may be moved inside four sums over partial waves. -/
private theorem sum_past_four (G : M → I → I → I → I → ℝ) :
    ∑ m, ∑ i, ∑ j, ∑ k, ∑ l, G m i j k l = ∑ i, ∑ j, ∑ k, ∑ l, ∑ m, G m i j k l := by
  refine Finset.sum_comm.trans (Finset.sum_congr rfl fun i _ => ?_)
  refine Finset.sum_comm.trans (Finset.sum_congr rfl fun j _ => ?_)
  refine Finset.sum_comm.trans (Finset.sum_congr rfl fun k _ => ?_)
  exact Finset.sum_comm
```

## (c) From orbital pairs to the density matrix

Eliminate the orbitals from the exchange energy:

$$E(c)=-\tfrac12\sum_{ijkl}\rho_{ik}\rho_{jl}\,(b_{ij},b_{kl}).$$

Insert (a) into the definition and use (b) to move first the sum over $n$ and then the sum over $m$ to the inside. For fixed $i,j,k,l$, the factor multiplying $(b_{ij},b_{kl})$ is

$$\sum_{mn}f_mf_n\,c_{mi}c_{nj}c_{mk}c_{nl}
=\Big(\sum_m f_mc_{mi}c_{mk}\Big)\Big(\sum_n f_nc_{nj}c_{nl}\Big)
=\rho_{ik}\rho_{jl}.$$

The `calc` block follows this order, and `Finset.sum_mul_sum` supplies the factorisation. Neither symmetry nor positivity is needed.

In the smallest nontrivial case, one orbital and one partial wave, $\rho=fc^2$, and both forms read $-\tfrac12f^2c^4(b,b)$.

```lean
/-- The exchange energy depends on the orbitals only through the density matrix:
it equals `-(1/2) ∑ijkl ρ_ik ρ_jl (b_ij, b_kl)`. -/
theorem exchangeEnergy_eq_densityMatrix (B : V →ₗ[ℝ] V →ₗ[ℝ] ℝ) (b : I → I → V)
    (f : M → ℝ) (c : Matrix M I ℝ) :
    exchangeEnergy B b f c = -(1 / 2) * ∑ i, ∑ j, ∑ k, ∑ l,
      densityMatrix f c i k * densityMatrix f c j l * B (b i j) (b k l) := by
  unfold exchangeEnergy
  congr 1
  calc ∑ m, ∑ n, f m * f n * B (pairDensity b c m n) (pairDensity b c m n)
      = ∑ m, ∑ n, ∑ i, ∑ j, ∑ k, ∑ l,
          f m * f n * (c m i * c n j * (c m k * c n l) * B (b i j) (b k l)) := by
        simp only [pairDensity_self_interaction, Finset.mul_sum]
    _ = ∑ m, ∑ i, ∑ j, ∑ k, ∑ l, ∑ n,
          f m * f n * (c m i * c n j * (c m k * c n l) * B (b i j) (b k l)) :=
        Finset.sum_congr rfl fun m _ => sum_past_four (fun n i j k l =>
          f m * f n * (c m i * c n j * (c m k * c n l) * B (b i j) (b k l)))
    _ = ∑ i, ∑ j, ∑ k, ∑ l, ∑ m, ∑ n,
          f m * f n * (c m i * c n j * (c m k * c n l) * B (b i j) (b k l)) :=
        sum_past_four (fun m i j k l => ∑ n,
          f m * f n * (c m i * c n j * (c m k * c n l) * B (b i j) (b k l)))
    _ = _ := by
        -- the two orbital sums factor into two density matrices
        refine Finset.sum_congr rfl fun i _ => Finset.sum_congr rfl fun j _ =>
          Finset.sum_congr rfl fun k _ => Finset.sum_congr rfl fun l _ => ?_
        unfold densityMatrix
        rw [Finset.sum_mul_sum, Finset.sum_mul]
        refine Finset.sum_congr rfl fun m _ => ?_
        rw [Finset.sum_mul]
        refine Finset.sum_congr rfl fun n _ => ?_
        ring
```

## (d) The sign of the exchange energy

Let $f_m\ge0$ for all $m$ and $(v,v)\ge0$ for all $v$. Show that

$$E(c)\le0.$$

Each term $f_mf_n(n_{mn},n_{mn})$ is a product of nonnegative numbers, so the double sum is nonnegative, and the prefactor $-\tfrac12$ reverses the sign. Lean builds the same argument from `mul_nonneg` and `Finset.sum_nonneg`.

The bound concerns a single expression of this kind. A PAW correction that subtracts a pseudo term from an all-electron term is a difference of two such expressions, and its sign does not follow.

```lean
/-- For nonnegative occupations and a positive semidefinite interaction, the exchange
energy is never positive. -/
theorem exchangeEnergy_nonpos (B : V →ₗ[ℝ] V →ₗ[ℝ] ℝ) (hB : ∀ v, 0 ≤ B v v)
    (b : I → I → V) (f : M → ℝ) (hf : ∀ m, 0 ≤ f m) (c : Matrix M I ℝ) :
    exchangeEnergy B b f c ≤ 0 := by
  have h : 0 ≤ ∑ m, ∑ n, f m * f n * B (pairDensity b c m n) (pairDensity b c m n) :=
    Finset.sum_nonneg fun m _ => Finset.sum_nonneg fun n _ =>
      mul_nonneg (mul_nonneg (hf m) (hf n)) (hB _)
  unfold exchangeEnergy
  linarith
```

## (e) Densities without self-interaction

Let the interaction be symmetric and positive semidefinite. Show that

$$(x,x)=0\quad\Longrightarrow\quad(x,v)=0\ \text{ for every }v\in V.$$

Suppose that $(x,v)\ne0$ for some $v$. For every real $t$,

$$0\le(v+tx,v+tx)=(v,v)+2t(x,v)+t^2(x,x)=(v,v)+2t(x,v).$$

At $t=-\dfrac{(v,v)+1}{2(x,v)}$ the right-hand side equals $-1$, a contradiction. The inequality is `key` in the proof, `h1` inserts this value of $t$, and `h2` simplifies the resulting product.

```lean
/-- For a symmetric positive semidefinite interaction, a density without self-interaction
does not interact with any other density. -/
theorem interaction_eq_zero (B : V →ₗ[ℝ] V →ₗ[ℝ] ℝ) (hS : ∀ v w, B v w = B w v)
    (hB : ∀ v, 0 ≤ B v v) {x : V} (hx : B x x = 0) (v : V) : B x v = 0 := by
  by_contra h
  -- on the line `v + t x` the form is affine in `t` and nonnegative, hence constant
  have key : ∀ t : ℝ, 0 ≤ B v v + 2 * t * B x v := by
    intro t
    have h0 := hB (v + t • x)
    simp only [map_add, map_smul, LinearMap.add_apply, LinearMap.smul_apply,
      smul_eq_mul, hx, hS v x] at h0
    linarith
  have h1 := key (-(B v v + 1) / (2 * B x v))
  have h2 : 2 * (-(B v v + 1) / (2 * B x v)) * B x v = -(B v v + 1) := by
    field_simp
  linarith
```

## (f) When the exchange energy vanishes

Keep the assumptions of (e) and let all $f_m\ge0$. Show that

$$E(c)=0\iff(n_{mn},v)=0\ \text{ for all }v\in V\text{ and all }m,n\text{ with }f_m,f_n>0.$$

If $E(c)=0$, a sum of nonnegative terms vanishes, so every term vanishes. For occupied $m$ and $n$ the factor $f_mf_n$ is positive, hence $(n_{mn},n_{mn})=0$, and (e) gives the claim.

Conversely, a term with an empty orbital is zero because of its occupation factor. A term with two occupied orbitals is zero by the condition with $v=n_{mn}$.

The lemma `Finset.sum_eq_zero_iff_of_nonneg` is used twice, once for each orbital sum. The converse splits into cases according to whether $f_m$ and $f_n$ are zero. If the interaction is positive definite, the condition says that these pair densities are themselves zero.

```lean
/-- For nonnegative occupations and a symmetric positive semidefinite interaction, the
exchange energy vanishes exactly when no pair density of occupied orbitals interacts with
any density. -/
theorem exchangeEnergy_eq_zero_iff (B : V →ₗ[ℝ] V →ₗ[ℝ] ℝ)
    (hS : ∀ v w, B v w = B w v) (hB : ∀ v, 0 ≤ B v v)
    (b : I → I → V) (f : M → ℝ) (hf : ∀ m, 0 ≤ f m) (c : Matrix M I ℝ) :
    exchangeEnergy B b f c = 0 ↔
      ∀ m n, 0 < f m → 0 < f n → ∀ v, B (pairDensity b c m n) v = 0 := by
  have hterm : ∀ m n, 0 ≤ f m * f n * B (pairDensity b c m n) (pairDensity b c m n) :=
    fun m n => mul_nonneg (mul_nonneg (hf m) (hf n)) (hB _)
  constructor
  · intro h m n hm hn
    have hsum : ∑ m, ∑ n,
        f m * f n * B (pairDensity b c m n) (pairDensity b c m n) = 0 := by
      unfold exchangeEnergy at h
      linarith
    -- a vanishing sum of nonnegative terms vanishes term by term
    have h1 := (Finset.sum_eq_zero_iff_of_nonneg
      (fun m _ => Finset.sum_nonneg fun n _ => hterm m n)).1 hsum m (Finset.mem_univ m)
    have h2 := (Finset.sum_eq_zero_iff_of_nonneg
      (fun n _ => hterm m n)).1 h1 n (Finset.mem_univ n)
    exact interaction_eq_zero B hS hB
      ((mul_eq_zero.1 h2).resolve_left (mul_pos hm hn).ne')
  · intro h
    unfold exchangeEnergy
    rw [Finset.sum_eq_zero, mul_zero]
    intro m _
    refine Finset.sum_eq_zero fun n _ => ?_
    rcases (hf m).eq_or_lt with hm | hm
    · rw [← hm, zero_mul, zero_mul]
    · rcases (hf n).eq_or_lt with hn | hn
      · rw [← hn, mul_zero, zero_mul]
      · rw [h m n hm hn, mul_zero]
```

## (g) Mixing orbitals of equal occupation

Let $U$ be a real square matrix with $U^{T}U=1$, and let $U_{mn}\ne0$ only if $f_m=f_n$. The mixed orbitals have coefficients $(Uc)_{mi}=\sum_nU_{mn}c_{ni}$. Show that their density matrix $\rho'$ satisfies

$$\rho'_{ik}=\rho_{ik}.$$

Put $F=\mathrm{diag}(f)$, so that $\rho=c^{T}Fc$. The condition on $U$ gives

$$(FU)_{mn}=f_mU_{mn}=U_{mn}f_n=(UF)_{mn},$$

and therefore

$$\rho'=c^{T}U^{T}FUc=c^{T}U^{T}UFc=c^{T}Fc=\rho.$$

In Lean, `hρ` is the matrix form of the density matrix, `hcomm` the commutation and `hmat` the final chain. The hypothesis `hdeg` expresses the condition on the occupations.

```lean
omit [Fintype I] in
/-- An orthogonal mixing that only combines orbitals of equal occupation leaves the
density matrix unchanged. -/
theorem densityMatrix_mixing [DecidableEq M] (f : M → ℝ) (c : Matrix M I ℝ)
    (U : Matrix M M ℝ) (hU : Uᵀ * U = 1) (hdeg : ∀ m n, U m n ≠ 0 → f m = f n) (i k : I) :
    densityMatrix f (U * c) i k = densityMatrix f c i k := by
  have hρ : ∀ d : Matrix M I ℝ, densityMatrix f d i k = (dᵀ * diagonal f * d) i k := by
    intro d
    rw [Matrix.mul_apply]
    unfold densityMatrix
    refine Finset.sum_congr rfl fun m _ => ?_
    rw [Matrix.mul_diagonal, Matrix.transpose_apply]
    ring
  -- the mixing commutes with the occupations
  have hcomm : diagonal f * U = U * diagonal f := by
    ext m n
    rw [Matrix.diagonal_mul, Matrix.mul_diagonal]
    by_cases h : U m n = 0
    · rw [h, mul_zero, zero_mul]
    · rw [hdeg m n h, mul_comm]
  have hmat : (U * c)ᵀ * diagonal f * (U * c) = cᵀ * diagonal f * c := by
    calc (U * c)ᵀ * diagonal f * (U * c) = cᵀ * (Uᵀ * (diagonal f * U)) * c := by
          simp only [Matrix.transpose_mul, Matrix.mul_assoc]
      _ = cᵀ * (Uᵀ * U * diagonal f) * c := by rw [hcomm, Matrix.mul_assoc Uᵀ]
      _ = cᵀ * diagonal f * c := by rw [hU, Matrix.one_mul]
  rw [hρ, hρ, hmat]
```

## (h) Invariance of the exchange energy

For $U$ as in (g), show that

$$E(Uc)=E(c).$$

By (c), both energies are the same function of their density matrices, and by (g) these matrices are equal. The proof rewrites both sides with (c) and then applies (g). It assumes nothing about the sign of the occupations or of the interaction.

The same argument applies to the direct Coulomb energy $\tfrac12(n,n)$ of the density

$$n=\sum_mf_mn_{mm}=\sum_{ij}\rho_{ij}b_{ij},$$

which also depends on the orbitals only through $\rho$; the code contains no theorem about this energy.

```lean
/-- The exchange energy is invariant under orthogonal mixing among orbitals of equal
occupation. -/
theorem exchangeEnergy_mixing [DecidableEq M] (B : V →ₗ[ℝ] V →ₗ[ℝ] ℝ) (b : I → I → V)
    (f : M → ℝ) (c : Matrix M I ℝ) (U : Matrix M M ℝ) (hU : Uᵀ * U = 1)
    (hdeg : ∀ m n, U m n ≠ 0 → f m = f n) :
    exchangeEnergy B b f (U * c) = exchangeEnergy B b f c := by
  rw [exchangeEnergy_eq_densityMatrix, exchangeEnergy_eq_densityMatrix]
  simp only [densityMatrix_mixing f c U hU hdeg]
```

## (i) All occupations equal

Let $f_m=f_0$ for every $m$, where $f_0$ is one common real number. Show that

$$E(Uc)=E(c)\quad\text{for every real }U\text{ with }U^{T}U=1.$$

The condition $f_m=f_n$ now holds for every pair, so (h) applies to any orthogonal $U$. In the proof, `rfl` settles the condition. Localising a set of equally occupied real orbitals by an orthogonal transformation thus leaves this one-center term unchanged.

```lean
/-- When all occupations are equal, every orthogonal mixing of the orbitals preserves the
exchange energy. -/
theorem exchangeEnergy_mixing_of_equal [DecidableEq M] (B : V →ₗ[ℝ] V →ₗ[ℝ] ℝ)
    (b : I → I → V) (f₀ : ℝ) (c : Matrix M I ℝ) (U : Matrix M M ℝ) (hU : Uᵀ * U = 1) :
    exchangeEnergy B b (fun _ => f₀) (U * c) = exchangeEnergy B b (fun _ => f₀) c :=
  exchangeEnergy_mixing B b _ c U hU fun _ _ _ => rfl
```

## (j) Swapping an occupied and an empty orbital

Take $V=\mathbb R$ with $(x,y)=xy$, two orbitals and two partial waves, both labelled 0 and 1. Let $f_0=1$, $f_1=0$, let $c$ be the identity matrix, and set

$$b=\begin{pmatrix}1&2\\2&4\end{pmatrix},\qquad U=\begin{pmatrix}0&1\\1&0\end{pmatrix}.$$

Show that

$$U^{T}U=1,\qquad E(c)=-\tfrac12,\qquad E(Uc)=-8.$$

The first equation is a direct multiplication. Only orbital 0 is occupied, so only $n_{00}$ contributes. Before the swap $n_{00}=b_{00}=1$, which gives $-\tfrac12\cdot1^2=-\tfrac12$. After it $n_{00}=b_{11}=4$, which gives $-\tfrac12\cdot4^2=-8$.

Orthogonality alone is therefore not enough for invariance: this $U$ connects orbitals of different occupation. Lean checks the matrix identity entry by entry and evaluates the two energies with `simp` and `norm_num`.

```lean
/-- With occupations 1 and 0, the orthogonal swap of two orbitals changes the exchange energy from
`-1/2` to `-8` when the coefficient matrix is the identity, the densities are real numbers that
interact by multiplication, and the products are `b = ((1, 2), (2, 4))`. -/
theorem unequal_occupations_not_invariant :
    (!![0, 1; 1, 0] : Matrix (Fin 2) (Fin 2) ℝ)ᵀ * !![0, 1; 1, 0] = 1 ∧
    exchangeEnergy (LinearMap.mul ℝ ℝ) ![![1, 2], ![2, 4]] ![1, 0]
      (!![1, 0; 0, 1] : Matrix (Fin 2) (Fin 2) ℝ) = -1 / 2 ∧
    exchangeEnergy (LinearMap.mul ℝ ℝ) ![![1, 2], ![2, 4]] ![1, 0]
      ((!![0, 1; 1, 0] : Matrix (Fin 2) (Fin 2) ℝ) * !![1, 0; 0, 1]) = -8 := by
  refine ⟨?_, ?_, ?_⟩
  · ext i j
    fin_cases i <;> fin_cases j <;> simp [Matrix.mul_apply, Fin.sum_univ_two]
  · simp [exchangeEnergy, pairDensity, Fin.sum_univ_two]
    norm_num
  · simp [exchangeEnergy, pairDensity, Fin.sum_univ_two, Matrix.mul_apply]
    norm_num

end

end PAWExactExchange
```

```lean
#print axioms PAWExactExchange.exchangeEnergy_eq_densityMatrix
#print axioms PAWExactExchange.exchangeEnergy_eq_zero_iff
#print axioms PAWExactExchange.exchangeEnergy_mixing_of_equal
#print axioms PAWExactExchange.unequal_occupations_not_invariant
```

```
'PAWExactExchange.exchangeEnergy_eq_densityMatrix' depends on axioms: [propext, Classical.choice, Quot.sound]
'PAWExactExchange.exchangeEnergy_eq_zero_iff' depends on axioms: [propext, Classical.choice, Quot.sound]
'PAWExactExchange.exchangeEnergy_mixing_of_equal' depends on axioms: [propext, Classical.choice, Quot.sound]
'PAWExactExchange.unequal_occupations_not_invariant' depends on axioms: [propext, Classical.choice, Quot.sound]
```
